# For an energy convex or concave on $[N-1,N]$, ionisation-potential tuning is equivalent to linearity

Take one electron whose energy $E(x)$ depends on a fractional occupation $x$ between 0 and 1. Measure this energy from the straight line through its two end values, so that $E(0)=E(1)=0$. Let $E$ be convex, and let its slope on arriving at $x=1$ be zero. A convex curve lies on or below its chord, so $E(x)\le 0$. It also lies on or above its tangent at $x=1$, so $E(x)\ge 0$. The chord and the tangent are the same line, and the curve has no room to bend: $E(x)=0$ throughout.

Convexity does real work here. The curve $E(x)=x(1-x)^2$ has the same end values and the same zero slope at $x=1$, yet it is positive in between. Its curvature changes sign at $x=2/3$.

In Lean 4 with Mathlib:

```lean
import Mathlib

open Set

namespace IonisationTuning

noncomputable section
```

## The removal step and the reference line

For a general electron number $N$, the tuning condition compares a slope with an energy difference. The difference is

$$\Delta = E(N)-E(N-1) = -I,$$

where $I$ is the ionisation potential of the $N$-electron system.

```lean
/-- The energy change `E(N) - E(N-1)`, which is minus the ionisation potential of the
system with `N` electrons. -/
def removalStep (E : ℝ → ℝ) (N : ℝ) : ℝ := E N - E (N - 1)
```

`E : ℝ → ℝ` is the energy as a function of a real electron number. `N` is also any real number; the physical case is a positive integer, and $N=1$ gives the interval $[0,1]$.

The line through the two end energies is

$$\ell(x)=E(N)+(x-N)\Delta,\qquad \ell(N)=E(N),\quad \ell(N-1)=E(N-1).$$

```lean
/-- The straight line in the electron number `x` through the energies at `N - 1` and `N`. -/
def linearEnergy (E : ℝ → ℝ) (N x : ℝ) : ℝ := E N + (x - N) * removalStep E N
```

## A convex curve between its chord and its tangent

Every $x$ in $[N-1,N]$ is a mixture of the endpoints,

$$x=(N-x)(N-1)+(x-N+1)N,$$

with non-negative weights that add up to 1. Convexity then gives

$$E(x)\le (N-x)E(N-1)+(x-N+1)E(N)=E(N)+(x-N)\Delta=\ell(x).$$

```lean
/-- A convex energy curve lies on or below the straight line between its endpoints. -/
theorem convex_le_linear {E : ℝ → ℝ} {N x : ℝ} (hE : ConvexOn ℝ (Icc (N - 1) N) E)
    (hx : x ∈ Icc (N - 1) N) : E x ≤ linearEnergy E N x := by
  -- x is the mixture of N - 1 and N with weights N - x and x - (N - 1)
  have h := hE.2 (show N - 1 ∈ Icc (N - 1) N from ⟨le_rfl, by linarith⟩)
    (show N ∈ Icc (N - 1) N from ⟨by linarith, le_rfl⟩)
    (show 0 ≤ N - x by linarith [hx.2]) (show 0 ≤ x - (N - 1) by linarith [hx.1])
    (by ring)
  have e : (N - x) • (N - 1) + (x - (N - 1)) • N = x := by
    simp only [smul_eq_mul]
    ring
  rw [e] at h
  simp only [smul_eq_mul] at h
  unfold linearEnergy removalStep
  linear_combination h
```

The hypothesis `ConvexOn ℝ (Icc (N - 1) N) E` restricts the curve only on the closed segment. In the proof, `h` is the convexity inequality with these weights, `e` identifies the mixture with $x$, and `linear_combination` does the final rearrangement.

For the lower bound, let $L$ be the left derivative of $E$ at $N$, and take $x<y<N$. Convexity at $y$ gives

$$E(y)\le\frac{(N-y)E(x)+(y-x)E(N)}{N-x},$$

which rearranges to

$$\frac{E(N)-E(x)}{N-x}\le\frac{E(N)-E(y)}{N-y}.$$

As $y$ approaches $N$ from below, the right side tends to $L$. Multiplying by $N-x>0$ gives

$$E(x)\ge E(N)+(x-N)L.$$

At $x=N$ this is an equality.

```lean
/-- A convex energy curve lies on or above its tangent at `N`, drawn with the left
derivative `L`. -/
theorem tangent_le_convex {E : ℝ → ℝ} {N L x : ℝ} (hE : ConvexOn ℝ (Icc (N - 1) N) E)
    (hL : HasDerivWithinAt E L (Iio N) N) (hx : x ∈ Icc (N - 1) N) :
    E N + (x - N) * L ≤ E x := by
  rcases hx.2.eq_or_lt with h | h
  · simp [h]
  · -- secant slopes ending at N do not exceed the left derivative
    have hs := hE.slope_le_of_hasDerivWithinAt_Iio hx ⟨by linarith, le_rfl⟩ h hL
    rw [slope_def_field, div_le_iff₀ (by linarith)] at hs
    linear_combination hs
```

The expression `HasDerivWithinAt E L (Iio N) N` says that $E$ has left derivative $L$ at $N$. Nothing is required of the curve above $N$, where a different slope is expected. The comparison of secant slopes with $L$ comes from Mathlib, and the proof treats $x=N$ separately.

In a density-functional calculation, $L$ stands for the highest occupied eigenvalue of the $N$-electron system. That identification is Janak's theorem, a physical input which the file does not derive.

## The tuning error bounds the deviation

Subtract $\ell(x)$ from both bounds. For convex $E$,

$$-(N-x)(L-\Delta)\le E(x)-\ell(x)\le 0.$$

For concave $E$, the same argument applied to $-E$, with left derivative $-L$, gives

$$0\le E(x)-\ell(x)\le (N-x)(\Delta-L).$$

In both cases

$$|E(x)-\ell(x)|\le (N-x)\,|L-\Delta|.$$

```lean
/-- For an energy convex or concave on `[N-1, N]`, the deviation from linearity at any electron
number `x` in that segment is at most `N - x` times the mismatch between the left derivative `L` at
`N` and the removal step. -/
theorem deviation_le_tuning_error {E : ℝ → ℝ} {N L x : ℝ}
    (hE : ConvexOn ℝ (Icc (N - 1) N) E ∨ ConcaveOn ℝ (Icc (N - 1) N) E)
    (hL : HasDerivWithinAt E L (Iio N) N) (hx : x ∈ Icc (N - 1) N) :
    |E x - linearEnergy E N x| ≤ (N - x) * |L - removalStep E N| := by
  have hw : 0 ≤ N - x := by linarith [hx.2]
  have hp := mul_le_mul_of_nonneg_left (le_abs_self (L - removalStep E N)) hw
  have hm := mul_le_mul_of_nonneg_left (neg_le_abs (L - removalStep E N)) hw
  rcases hE with hE | hE
  · -- convex: the curve is trapped between tangent and chord
    have h1 := convex_le_linear hE hx
    have h2 := tangent_le_convex hE hL hx
    rw [abs_of_nonpos (by linarith)]
    refine le_trans ?_ hp
    unfold linearEnergy
    linear_combination h2
  · -- concave: the same for the energy with reversed sign
    have h1 := convex_le_linear hE.neg hx
    have h2 := tangent_le_convex hE.neg hL.neg hx
    simp only [linearEnergy, removalStep, Pi.neg_apply] at h1 h2
    have h3 : 0 ≤ E x - linearEnergy E N x := by
      unfold linearEnergy removalStep
      linear_combination h1
    rw [abs_of_nonneg h3]
    refine le_trans ?_ hm
    unfold linearEnergy
    linear_combination h2
```

The "or" in `hE` is a choice made once for the whole segment, so a curve that bends both ways is not covered. The proof splits on it. `hp` and `hm` are the two estimates that replace $\pm(L-\Delta)$ by its absolute value, and `hE.neg` turns the concave case into the convex one.

## Zero tuning error and the straight line

The converse needs no assumption about curvature. If $E=\ell$ on the segment, then for $N-1<x<N$

$$\frac{E(x)-E(N)}{x-N}=\Delta,$$

so the left derivative at $N$ is $\Delta$.

```lean
/-- If the energy is linear between `N - 1` and `N`, its left derivative at `N` equals the
removal step. -/
theorem tuned_of_linear {E : ℝ → ℝ} {N : ℝ}
    (h : ∀ x ∈ Icc (N - 1) N, E x = linearEnergy E N x) :
    HasDerivWithinAt E (removalStep E N) (Iio N) N := by
  have hd : HasDerivAt (fun x => E N + (x - N) * removalStep E N) (removalStep E N) N :=
    ((((hasDerivAt_id' N).sub_const N).mul_const (removalStep E N)).const_add
      (E N)).congr_deriv (one_mul _)
  refine hd.hasDerivWithinAt.congr_of_eventuallyEq ?_ (h N ⟨by linarith, le_rfl⟩)
  filter_upwards [Ioo_mem_nhdsLT (show N - 1 < N by linarith)] with x hx
  exact h x ⟨hx.1.le, hx.2.le⟩
```

The proof differentiates the affine function and carries the result over to $E$, which agrees with it at $N$ and just below.

Now let $E$ be convex or concave and suppose the tuning condition $L=\Delta$ holds. The bound becomes $|E(x)-\ell(x)|\le 0$, hence $E(x)=\ell(x)$ for every $x$ in $[N-1,N]$. With the converse, this is an equivalence.

```lean
/-- For an energy convex or concave on `[N-1, N]`, the ionisation-potential tuning condition
(left derivative at `N` equal to `E(N) - E(N-1)`) holds exactly when the energy is linear
on the whole segment. -/
theorem tuned_iff_linear {E : ℝ → ℝ} {N : ℝ}
    (hE : ConvexOn ℝ (Icc (N - 1) N) E ∨ ConcaveOn ℝ (Icc (N - 1) N) E) :
    HasDerivWithinAt E (removalStep E N) (Iio N) N ↔
      ∀ x ∈ Icc (N - 1) N, E x = linearEnergy E N x := by
  refine ⟨fun hL x hx => ?_, tuned_of_linear⟩
  -- with no tuning error the bound on the deviation is zero
  have h := deviation_le_tuning_error hE hL hx
  rw [sub_self, abs_zero, mul_zero] at h
  exact sub_eq_zero.mp (abs_nonpos_iff.mp h)
```

The left side of the equivalence is the tuning condition, with `removalStep E N` in the place of the derivative. The right side is linearity on this one segment. The segment from $N$ to $N+1$ has its own condition, obtained by replacing $N$ with $N+1$. Linearity also says nothing about whether the two end energies are themselves accurate.

## A kinked curve that reaches the bound

The factor $N-x$ cannot be improved at any interior point. Choose $y$ with $N-1<y<N$ and a slope $g>0$, and let the energy be flat up to $y$ and rise with slope $g$ afterwards:

$$k(x)=\max\bigl(0,\;g(x-y)\bigr).$$

```lean
/-- An energy curve that is flat up to electron number `y` and has slope `g` beyond it,
for `g ≥ 0`. -/
def kinkedEnergy (g y x : ℝ) : ℝ := max 0 (g * (x - y))
```

This curve is convex, being the maximum of two affine functions. Its left derivative at $N$ is $g$. Since $k(N-1)=0$ and $k(N)=g(N-y)$, its removal step is $\Delta=g(N-y)$. At the kink $k(y)=0$, so

$$\ell(y)-k(y)=g(N-y)-(N-y)\Delta=(N-y)(g-\Delta).$$

Because $g-\Delta=g\,(y-N+1)>0$, this is the bound with equality. Taken literally, this curve has a negative ionisation potential, $-\Delta<0$. Adding a term $-cx$ with $c>\Delta$ makes it positive and changes neither the convexity, nor the deviation, nor the difference between $L$ and $\Delta$.

```lean
/-- The bound on the deviation is sharp: for `g > 0` and `y` strictly between `N - 1` and `N`,
the kinked energy is convex, has left derivative `g` at `N`, and attains the bound at `y`. -/
theorem deviation_bound_sharp {g y N : ℝ} (hg : 0 < g) (hy : y ∈ Ioo (N - 1) N) :
    ConvexOn ℝ (Icc (N - 1) N) (kinkedEnergy g y) ∧
    HasDerivWithinAt (kinkedEnergy g y) g (Iio N) N ∧
    linearEnergy (kinkedEnergy g y) N y - kinkedEnergy g y y =
      (N - y) * (g - removalStep (kinkedEnergy g y) N) := by
  have hr : ∀ x, y ≤ x → kinkedEnergy g y x = g * (x - y) := fun x hx =>
    max_eq_right (mul_nonneg hg.le (by linarith))
  have h0 : kinkedEnergy g y (N - 1) = 0 :=
    max_eq_left (mul_nonpos_of_nonneg_of_nonpos hg.le (by linarith [hy.1]))
  refine ⟨⟨convex_Icc _ _, fun u _ v _ s t hs ht hst => ?_⟩, ?_, ?_⟩
  · -- both branches of the maximum are affine
    simp only [kinkedEnergy, smul_eq_mul]
    apply max_le
    · exact add_nonneg (mul_nonneg hs (le_max_left _ _)) (mul_nonneg ht (le_max_left _ _))
    · have h1 := mul_le_mul_of_nonneg_left (le_max_right 0 (g * (u - y))) hs
      have h2 := mul_le_mul_of_nonneg_left (le_max_right 0 (g * (v - y))) ht
      linear_combination h1 + h2 + g * y * hst
  · -- close to N only the rising branch matters
    have hd : HasDerivAt (fun x => g * (x - y)) g N :=
      (((hasDerivAt_id' N).sub_const y).const_mul g).congr_deriv (mul_one g)
    refine hd.hasDerivWithinAt.congr_of_eventuallyEq ?_ (hr N hy.2.le)
    filter_upwards [Ioo_mem_nhdsLT hy.2] with x hx
    exact hr x hx.1.le
  · simp only [linearEnergy, removalStep]
    rw [hr N hy.2.le, h0, hr y le_rfl]
    ring
```

The three parts of the statement are convexity, the left derivative and the equality at $y$. Each $y$ has its own curve; no single curve is claimed to reach the bound everywhere. For convexity, the proof checks each branch of the maximum separately.

## Constant curvature: the tuning error is $C/2$

A smoother model is a parabola with curvature $C$ of either sign:

$$E(x)=a+bx+\tfrac{C}{2}x^2.$$

```lean
/-- A parabolic energy curve with constant curvature `C`. -/
def parabolicEnergy (a b C x : ℝ) : ℝ := a + b * x + C / 2 * x ^ 2
```

Its removal step and its slope at $N$ are

$$\Delta=b+\tfrac{C}{2}\bigl(N^2-(N-1)^2\bigr)=b+CN-\tfrac{C}{2},\qquad L=b+CN=\Delta+\tfrac{C}{2}.$$

The difference $E-\ell$ is a quadratic with leading coefficient $C/2$ that vanishes at $N-1$ and $N$, so

$$E(x)-\ell(x)=-\tfrac{C}{2}(N-x)\bigl(x-(N-1)\bigr).$$

```lean
/-- For a parabolic energy the left derivative at `N` exceeds the removal step by exactly half
the curvature, and the deviation from linearity is `-C/2 (N - x)(x - (N - 1))`. -/
theorem parabolic_tuning_error (a b C N : ℝ) :
    HasDerivWithinAt (parabolicEnergy a b C)
      (removalStep (parabolicEnergy a b C) N + C / 2) (Iio N) N ∧
    ∀ x, parabolicEnergy a b C x - linearEnergy (parabolicEnergy a b C) N x =
      -(C / 2) * (N - x) * (x - (N - 1)) := by
  constructor
  · have hp : HasDerivAt (fun x : ℝ => x ^ 2) (2 * N) N := by
      simpa using hasDerivAt_pow 2 N
    have hd := (((hasDerivAt_id' N).const_mul b).const_add a).fun_add (hp.const_mul (C / 2))
    refine (hd.congr_deriv ?_).hasDerivWithinAt
    simp only [removalStep, parabolicEnergy]
    ring
  · intro x
    simp only [linearEnergy, removalStep, parabolicEnergy]
    ring

end

end IonisationTuning
```

The first half of the theorem gives the left derivative in the form $\Delta+C/2$. The second half holds for every real $x$, and after unfolding the definitions it is an identity of polynomials, closed by `ring`.

```lean
#print axioms IonisationTuning.tuned_iff_linear
-- 'IonisationTuning.tuned_iff_linear' depends on axioms: [propext, Classical.choice, Quot.sound]
#print axioms IonisationTuning.deviation_bound_sharp
-- 'IonisationTuning.deviation_bound_sharp' depends on axioms: [propext, Classical.choice, Quot.sound]
#print axioms IonisationTuning.parabolic_tuning_error
-- 'IonisationTuning.parabolic_tuning_error' depends on axioms: [propext, Classical.choice, Quot.sound]
```

## Reading the curvature from two total energies and an eigenvalue

In a calculation on a finite molecule, the tuning error takes two self-consistent runs at the same geometry with the same functional, one with $N$ electrons and one with $N-1$. With $\varepsilon_{\mathrm H}$ the highest occupied eigenvalue of the $N$-electron run,

$$\delta=\varepsilon_{\mathrm H}-\bigl[E(N)-E(N-1)\bigr]=\varepsilon_{\mathrm H}+I.$$

In a script this is one line, `delta = eps_homo - (E_N - E_Nm1)`. If the curve is close to a parabola, `2 * delta` estimates its curvature, and the deviation halfway along the segment is about $-\delta/4$. An illustrative $\delta$ of 1 eV would mean a curvature of 2 eV and a midpoint energy 0.25 eV below the line.

When a range-separated hybrid is tuned by this condition alone, its range parameter is varied until $\delta$ is close to zero. Each parameter value defines a different curve $E$, and both runs are repeated for it. If the curve at the chosen value bends only one way, a small remaining $\delta$ limits the deviation at every fractional occupation on the segment to at most $|\delta|$. The two total energies and the eigenvalue in $\delta$ do not establish that condition. A few extra calculations at fractional occupation can reveal a curve that bends both ways.
